# Hydrogen 2s and 2p₀ in a uniform field: the two-state Stark matrix has eigenvalues −1/8 ± 3F

A proof about the linear Stark effect can start from a 2×2 matrix with its entries already filled in, or from the wave functions whose integrals produce those entries. I would like the second. In atomic units, the radial integral of R₂₀ R₂₁ r³ is −3√3, and a field of strength F along z should then split the 2s and 2p₀ levels of non-relativistic hydrogen, to first order in F, into −1/8 + 3F and −1/8 − 3F. Can this be made rigorous and machine-checked, with the diagonal entries −1/8 and the off-diagonal entries −3F of the matrix both computed from the states?

## From the wave functions to the splitting

Yes. The Lean file below defines the matrix by integrals of the Hamiltonian between explicit 2s and 2p₀ functions, and every entry is then calculated. The atom is the non-relativistic one with a fixed nucleus and no spin, and only these two states are kept in the basis. The 2p states with m = 1 and m = −1 have the same field-free energy, but z does not couple them to states with m = 0, so they can be left out here. The eigenvalues are therefore exact for the matrix, and they are the first-order energies of the coupled 2s and 2p₀ states in that model atom.

Write r for the distance from the nucleus and u = cos θ for the polar variable. The radial functions are

R₂₀ = (2 − r) exp(−r/2)/√8

R₂₁ = r exp(−r/2)/√24

and the polar functions for l = 0 and l = 1 with m = 0 are

Θ₀ = 1/√2

Θ₁ = √3 u/√2.

**Field-free energy.** For angular momentum l, the radial Hamiltonian acts on a function f as

H f = −(1/2)(f″ + 2f′/r) + l(l + 1) f/(2r²) − f/r.

Take f = (2 − r) exp(−r/2) with l = 0. Then f′ = (−2 + r/2) exp(−r/2) and f″ = (3/2 − r/4) exp(−r/2), so

H f = [(−5/4 + r/8 + 2/r) + (1 − 2/r)] exp(−r/2) = −(1/8)(2 − r) exp(−r/2).

Take f = r exp(−r/2) with l = 1. Then f′ = (1 − r/2) exp(−r/2) and f″ = (−1 + r/4) exp(−r/2), so

H f = [(1 − r/8 − 1/r) + 1/r − 1] exp(−r/2) = −(1/8) r exp(−r/2).

Both states have energy −1/8.

**Radial integrals.** All of them follow from ∫ rⁿ exp(−r) dr = n! over the half-line r > 0:

∫ R₂₀² r² dr = (4·2! − 4·3! + 4!)/8 = 1

∫ R₂₁² r² dr = 4!/24 = 1

∫ R₂₀ R₂₁ r³ dr = (2·4! − 5!)/(√8 √24) = −72/(8√3) = −3√3.

**Polar integrals.** Over u from −1 to 1, Θ₀ and Θ₁ are normalised, and they are orthogonal because their product is odd. The diagonal elements of u vanish by parity as well. The remaining one is

∫ Θ₀ Θ₁ u du = (√3/2)(2/3) = √3/3.

**The matrix.** Since z = r u, the element of z between 2s and 2p₀ is (−3√3)(√3/3) = −3. The field-free Hamiltonian contributes −1/8 on the diagonal and nothing off it, by polar orthogonality. The matrix is therefore

[[−1/8, −3F], [−3F, −1/8]].

For an eigenvector (v₀, v₁) with eigenvalue E, the two component equations are

−v₀/8 − 3F v₁ = E v₀

−3F v₀ − v₁/8 = E v₁.

Their difference and their sum give

(E − (−1/8 + 3F))(v₀ − v₁) = 0

(E − (−1/8 − 3F))(v₀ + v₁) = 0.

If E were neither of the two energies, both v₀ − v₁ and v₀ + v₁ would vanish, and so would the vector. Conversely, (1, −1)/√2 has energy −1/8 + 3F and (1, 1)/√2 has energy −1/8 − 3F.

## The Lean file

```lean
import Mathlib

open MeasureTheory Set Matrix

namespace HydrogenLinearStark

noncomputable section

/-- The radial functions of the hydrogen states 2s (index 0) and 2p (index 1), in atomic units. -/
def radial : Fin 2 → ℝ → ℝ
  | 0, r => (2 - r) * Real.exp (-r / 2) / √8
  | 1, r => r * Real.exp (-r / 2) / √24

/-- The polar functions for l = 0 and l = 1 with m = 0, in the variable u = cos θ. -/
def polar : Fin 2 → ℝ → ℝ
  | 0, _ => 1 / √2
  | 1, u => √3 * u / √2

/-- The radial Hamiltonian of hydrogen for angular momentum l, in atomic units. -/
def radialHamiltonian (l : ℕ) (f : ℝ → ℝ) (r : ℝ) : ℝ :=
  -(1 / 2) * (deriv (deriv f) r + 2 / r * deriv f r)
    + (l : ℝ) * (l + 1) / (2 * r ^ 2) * f r - f r / r

/-- The integral of two radial functions with the weight r ^ k over the half-line. -/
def radialMoment (k : ℕ) (i j : Fin 2) : ℝ :=
  ∫ r in Ioi (0 : ℝ), radial i r * radial j r * r ^ k

/-- The integral of two polar functions with the weight (cos θ) ^ k. -/
def polarMoment (k : ℕ) (i j : Fin 2) : ℝ :=
  ∫ u in (-1 : ℝ)..1, polar i u * polar j u * u ^ k

/-- The matrix of the atomic Hamiltonian plus F z, with z = r cos θ, between the states
2s and 2p with m = 0. -/
def starkMatrix (F : ℝ) : Matrix (Fin 2) (Fin 2) ℝ :=
  Matrix.of fun i j =>
    (∫ r in Ioi (0 : ℝ), radial i r * radialHamiltonian (j : ℕ) (radial j) r * r ^ 2)
        * polarMoment 0 i j
      + F * (radialMoment 3 i j * polarMoment 1 i j)

/-- The integral over the half-line of exp(-r) times a polynomial with three consecutive powers of r
is the sum of the matching factorials, each multiplied by its coefficient. -/
theorem integral_exp_poly (k : ℕ) (a b c : ℝ) {f : ℝ → ℝ}
    (hf : ∀ r, f r = Real.exp (-r) * (a * r ^ k + b * r ^ (k + 1) + c * r ^ (k + 2))) :
    ∫ r in Ioi (0 : ℝ), f r
      = a * (k.factorial : ℝ) + b * ((k + 1).factorial : ℝ) + c * ((k + 2).factorial : ℝ) := by
  -- each power is an Euler Gamma integral
  have hm : ∀ n : ℕ, ∫ r in Ioi (0 : ℝ), Real.exp (-r) * r ^ n = (n.factorial : ℝ) := by
    intro n
    have h := Real.Gamma_eq_integral (s := (n : ℝ) + 1) (by positivity)
    rw [Real.Gamma_nat_eq_factorial] at h
    simpa only [add_sub_cancel_right, Real.rpow_natCast] using h.symm
  have hi : ∀ (n : ℕ) (d : ℝ), Integrable (fun r : ℝ => d * (Real.exp (-r) * r ^ n))
      (volume.restrict (Ioi 0)) := by
    intro n d
    have h := Real.GammaIntegral_convergent (s := (n : ℝ) + 1) (by positivity)
    simp only [add_sub_cancel_right, Real.rpow_natCast] at h
    exact Integrable.const_mul h d
  have e : f = fun r : ℝ => a * (Real.exp (-r) * r ^ k) + b * (Real.exp (-r) * r ^ (k + 1))
      + c * (Real.exp (-r) * r ^ (k + 2)) := by
    funext r
    rw [hf r]
    ring
  have h12 : Integrable (fun r : ℝ => a * (Real.exp (-r) * r ^ k)
      + b * (Real.exp (-r) * r ^ (k + 1))) (volume.restrict (Ioi 0)) :=
    (hi k a).add (hi (k + 1) b)
  rw [e, integral_add h12 (hi (k + 2) c), integral_add (hi k a) (hi (k + 1) b),
    integral_const_mul, integral_const_mul, integral_const_mul, hm, hm, hm]

/-- The derivative of a linear function times exp(-r/2) is again of this form. -/
theorem deriv_linear_exp (a b : ℝ) :
    deriv (fun r : ℝ => (a + b * r) * Real.exp (-r / 2))
      = fun r : ℝ => ((b - a / 2) + (-b / 2) * r) * Real.exp (-r / 2) := by
  funext r
  have h1 : HasDerivAt (fun x : ℝ => a + b * x) b r :=
    (((hasDerivAt_id' r).const_mul b).const_add a).congr_deriv (by ring)
  have h2 : HasDerivAt (fun x : ℝ => Real.exp (-x / 2)) (Real.exp (-r / 2) * (-1 / 2)) r :=
    (((hasDerivAt_id' r).neg).div_const 2).exp
  have h : HasDerivAt (fun x : ℝ => (a + b * x) * Real.exp (-x / 2))
      (((b - a / 2) + (-b / 2) * r) * Real.exp (-r / 2)) r :=
    (h1.mul h2).congr_deriv (by ring)
  exact h.deriv

/-- The 2s and 2p radial functions solve the radial Schrödinger equation with energy -1/8. -/
theorem radial_equation (i : Fin 2) {r : ℝ} (hr : 0 < r) :
    radialHamiltonian (i : ℕ) (radial i) r = -1 / 8 * radial i r := by
  have hr' : r ≠ 0 := hr.ne'
  have h0 : radial 0 = fun r : ℝ => (2 * (√8)⁻¹ + -(√8)⁻¹ * r) * Real.exp (-r / 2) := by
    funext r
    show (2 - r) * Real.exp (-r / 2) / √8 = _
    ring
  have h1 : radial 1 = fun r : ℝ => (0 + (√24)⁻¹ * r) * Real.exp (-r / 2) := by
    funext r
    show r * Real.exp (-r / 2) / √24 = _
    ring
  revert i
  rw [Fin.forall_fin_two]
  constructor
  · show radialHamiltonian 0 (radial 0) r = _
    simp only [radialHamiltonian, h0, deriv_linear_exp, Nat.cast_zero]
    generalize (√8)⁻¹ = c
    generalize Real.exp (-r / 2) = E
    field_simp
    ring
  · show radialHamiltonian 1 (radial 1) r = _
    simp only [radialHamiltonian, h1, deriv_linear_exp, Nat.cast_one]
    generalize (√24)⁻¹ = c
    generalize Real.exp (-r / 2) = E
    field_simp
    ring

/-- The 2s and 2p radial functions are normalised with the weight r ^ 2. -/
theorem radial_norm : radialMoment 2 0 0 = 1 ∧ radialMoment 2 1 1 = 1 := by
  have hE : ∀ r : ℝ, Real.exp (-r) = Real.exp (-r / 2) ^ 2 := fun r => by
    rw [sq, ← Real.exp_add]
    congr 1
    ring
  have h8 : (√8) ^ 2 = 8 := Real.sq_sqrt (by norm_num)
  have h24 : (√24) ^ 2 = 24 := Real.sq_sqrt (by norm_num)
  have e0 : ∀ r : ℝ, radial 0 r * radial 0 r * r ^ 2 = Real.exp (-r) *
      (1 / 2 * r ^ 2 + (-1 / 2) * r ^ (2 + 1) + 1 / 8 * r ^ (2 + 2)) := fun r => by
    calc _ = (2 - r) ^ 2 * Real.exp (-r / 2) ^ 2 * r ^ 2 / (√8) ^ 2 := by
          simp only [radial]
          ring
      _ = _ := by
          rw [h8, hE]
          ring
  have e1 : ∀ r : ℝ, radial 1 r * radial 1 r * r ^ 2 = Real.exp (-r) *
      (0 * r ^ 2 + 0 * r ^ (2 + 1) + 1 / 24 * r ^ (2 + 2)) := fun r => by
    calc _ = r ^ 4 * Real.exp (-r / 2) ^ 2 / (√24) ^ 2 := by
          simp only [radial]
          ring
      _ = _ := by
          rw [h24, hE]
          ring
  have m0 : radialMoment 2 0 0 = _ := integral_exp_poly 2 (1 / 2) (-1 / 2) (1 / 8) e0
  have m1 : radialMoment 2 1 1 = _ := integral_exp_poly 2 0 0 (1 / 24) e1
  rw [m0, m1]
  constructor <;> norm_num [Nat.factorial]

/-- The radial dipole integral of R_20 R_21 r ^ 3 over the half-line is -3 √3. -/
theorem radial_dipole : radialMoment 3 0 1 = -3 * √3 := by
  have h3 : (√3) ^ 2 = 3 := Real.sq_sqrt (by norm_num)
  have hs : √8 * √24 = 8 * √3 := by
    rw [← Real.sqrt_mul (by norm_num), show (8 * 24 : ℝ) = 8 ^ 2 * 3 by norm_num,
      Real.sqrt_mul (by norm_num), Real.sqrt_sq (by norm_num)]
  have hi : 1 / (8 * √3) = √3 / 24 := by
    rw [div_eq_div_iff (by positivity) (by norm_num)]
    linear_combination (-8) * h3
  have e : ∀ r : ℝ, radial 0 r * radial 1 r * r ^ 3 = Real.exp (-r) *
      (√3 / 12 * r ^ 4 + (-√3 / 24) * r ^ (4 + 1) + 0 * r ^ (4 + 2)) := fun r => by
    have hE : Real.exp (-r) = Real.exp (-r / 2) ^ 2 := by
      rw [sq, ← Real.exp_add]
      congr 1
      ring
    calc _ = (2 - r) * r ^ 4 * Real.exp (-r / 2) ^ 2 * (1 / (√8 * √24)) := by
          simp only [radial]
          ring
      _ = _ := by
          rw [hs, hi, hE]
          ring
  have m : radialMoment 3 0 1 = _ := integral_exp_poly 4 (√3 / 12) (-√3 / 24) 0 e
  rw [m]
  norm_num [Nat.factorial]
  ring

/-- The polar functions are orthonormal; cos θ has zero diagonal elements and the
off-diagonal element √3/3 between them. -/
theorem polar_moments :
    (polarMoment 0 0 0 = 1 ∧ polarMoment 0 1 1 = 1 ∧ polarMoment 0 0 1 = 0) ∧
    (polarMoment 1 0 0 = 0 ∧ polarMoment 1 1 1 = 0 ∧ polarMoment 1 0 1 = √3 / 3) := by
  have h2 : (√2) ^ 2 = 2 := Real.sq_sqrt (by norm_num)
  have h3 : (√3) ^ 2 = 3 := Real.sq_sqrt (by norm_num)
  have p00 : ∀ u, polar 0 u * polar 0 u = 1 / 2 := fun u => by
    calc _ = 1 / (√2) ^ 2 := by
          simp only [polar]
          ring
      _ = _ := by rw [h2]
  have p01 : ∀ u, polar 0 u * polar 1 u = √3 / 2 * u := fun u => by
    calc _ = √3 / (√2) ^ 2 * u := by
          simp only [polar]
          ring
      _ = _ := by rw [h2]
  have p11 : ∀ u, polar 1 u * polar 1 u = 3 / 2 * u ^ 2 := fun u => by
    calc _ = (√3) ^ 2 / (√2) ^ 2 * u ^ 2 := by
          simp only [polar]
          ring
      _ = _ := by rw [h2, h3]
  -- every integrand is a single power of cos θ
  have h : ∀ (k n : ℕ) (i j : Fin 2) (c : ℝ),
      (∀ u, polar i u * polar j u * u ^ k = c * u ^ n) →
      polarMoment k i j = c * ((1 - (-1) ^ (n + 1)) / ((n : ℝ) + 1)) := by
    intro k n i j c hc
    unfold polarMoment
    simp only [hc]
    rw [intervalIntegral.integral_const_mul, integral_pow, one_pow]
  refine ⟨⟨?_, ?_, ?_⟩, ?_, ?_, ?_⟩
  · rw [h 0 0 0 0 (1 / 2) (fun u => by rw [p00])]
    push_cast
    ring
  · rw [h 0 2 1 1 (3 / 2) (fun u => by rw [p11]; ring)]
    push_cast
    ring
  · rw [h 0 1 0 1 (√3 / 2) (fun u => by rw [p01]; ring)]
    push_cast
    ring
  · rw [h 1 1 0 0 (1 / 2) (fun u => by rw [p00])]
    push_cast
    ring
  · rw [h 1 3 1 1 (3 / 2) (fun u => by rw [p11]; ring)]
    push_cast
    ring
  · rw [h 1 2 0 1 (√3 / 2) (fun u => by rw [p01]; ring)]
    push_cast
    ring

/-- The Stark matrix has the diagonal elements -1/8 and the off-diagonal elements -3F. -/
theorem starkMatrix_eq (F : ℝ) :
    starkMatrix F = !![-1 / 8, -3 * F; -3 * F, -1 / 8] := by
  have h3 : (√3) ^ 2 = 3 := Real.sq_sqrt (by norm_num)
  obtain ⟨n0, n1⟩ := radial_norm
  obtain ⟨⟨a00, a11, a01⟩, b00, b11, b01⟩ := polar_moments
  -- the radial equation turns the atomic Hamiltonian into the number -1/8
  have ha : ∀ i j : Fin 2,
      ∫ r in Ioi (0 : ℝ), radial i r * radialHamiltonian (j : ℕ) (radial j) r * r ^ 2
        = -1 / 8 * radialMoment 2 i j := by
    intro i j
    rw [radialMoment, ← integral_const_mul]
    refine setIntegral_congr_fun measurableSet_Ioi (fun r hr => ?_)
    show radial i r * radialHamiltonian (j : ℕ) (radial j) r * r ^ 2
      = -1 / 8 * (radial i r * radial j r * r ^ 2)
    rw [radial_equation j (mem_Ioi.mp hr)]
    ring
  have h : ∀ i j : Fin 2, starkMatrix F i j = -1 / 8 * radialMoment 2 i j * polarMoment 0 i j
      + F * (radialMoment 3 i j * polarMoment 1 i j) := by
    intro i j
    simp only [starkMatrix, Matrix.of_apply, ha]
  have rc : radialMoment 3 1 0 = radialMoment 3 0 1 := by
    simp only [radialMoment, mul_comm (radial 1 _)]
  have pc : ∀ k, polarMoment k 1 0 = polarMoment k 0 1 := fun k => by
    simp only [polarMoment, mul_comm (polar 1 _)]
  have e00 : starkMatrix F 0 0 = -1 / 8 := by
    rw [h, n0, a00, b00]
    ring
  have e11 : starkMatrix F 1 1 = -1 / 8 := by
    rw [h, n1, a11, b11]
    ring
  have e01 : starkMatrix F 0 1 = -3 * F := by
    rw [h, a01, b01, radial_dipole]
    linear_combination (-F) * h3
  have e10 : starkMatrix F 1 0 = -3 * F := by
    rw [h, rc, pc, pc, a01, b01, radial_dipole]
    linear_combination (-F) * h3
  rw [Matrix.eta_fin_two (starkMatrix F), e00, e01, e10, e11]

/-- The difference and the sum of the 2s and 2p states are eigenvectors of the Stark matrix,
with energies -1/8 + 3F and -1/8 - 3F. -/
theorem stark_states (F : ℝ) :
    starkMatrix F *ᵥ ![1, -1] = (-1 / 8 + 3 * F) • ![1, -1] ∧
    starkMatrix F *ᵥ ![1, 1] = (-1 / 8 - 3 * F) • ![1, 1] := by
  rw [starkMatrix_eq]
  constructor <;> ext i <;> fin_cases i <;>
    simp [Matrix.mulVec, dotProduct, Fin.sum_univ_two] <;> ring

/-- The eigenvalues of the Stark matrix are exactly -1/8 + 3F and -1/8 - 3F. -/
theorem stark_eigenvalues (F E : ℝ) :
    (∃ v : Fin 2 → ℝ, v ≠ 0 ∧ starkMatrix F *ᵥ v = E • v) ↔
      E = -1 / 8 + 3 * F ∨ E = -1 / 8 - 3 * F := by
  constructor
  · rintro ⟨v, hv, h⟩
    rw [starkMatrix_eq] at h
    have h0 : -1 / 8 * v 0 + -3 * F * v 1 = E * v 0 := by
      have := congrFun h 0
      simpa [Matrix.mulVec, dotProduct, Fin.sum_univ_two] using this
    have h1 : -3 * F * v 0 + -1 / 8 * v 1 = E * v 1 := by
      have := congrFun h 1
      simpa [Matrix.mulVec, dotProduct, Fin.sum_univ_two] using this
    -- the difference and the sum of the components decouple
    have hd : (E - (-1 / 8 + 3 * F)) * (v 0 - v 1) = 0 := by
      linear_combination h1 - h0
    have hs : (E - (-1 / 8 - 3 * F)) * (v 0 + v 1) = 0 := by
      linear_combination -h0 - h1
    rcases mul_eq_zero.mp hd with hE | hd
    · exact Or.inl (sub_eq_zero.mp hE)
    rcases mul_eq_zero.mp hs with hE | hs
    · exact Or.inr (sub_eq_zero.mp hE)
    exfalso
    apply hv
    funext i
    revert i
    rw [Fin.forall_fin_two]
    exact ⟨show v 0 = 0 by linarith, show v 1 = 0 by linarith⟩
  · rintro (rfl | rfl)
    · exact ⟨![1, -1], fun h => one_ne_zero (congrFun h 0), (stark_states F).1⟩
    · exact ⟨![1, 1], fun h => one_ne_zero (congrFun h 0), (stark_states F).2⟩

end

end HydrogenLinearStark
```

```lean
#print axioms HydrogenLinearStark.stark_states
#print axioms HydrogenLinearStark.stark_eigenvalues
```

```
'HydrogenLinearStark.stark_states' depends on axioms: [propext, Classical.choice, Quot.sound]
'HydrogenLinearStark.stark_eigenvalues' depends on axioms: [propext, Classical.choice, Quot.sound]
```

## What the theorems say about the atom

The index type `Fin 2` labels the states: 0 is 2s and 1 is 2p₀. The same index serves as the angular momentum, which is why `starkMatrix` applies `radialHamiltonian (j : ℕ)` to `radial j`. The functions `radialMoment k i j` and `polarMoment k i j` are integrals of products of two states with the weights rᵏ and uᵏ. The volume element supplies r², so the dipole integral carries r³.

`radial_dipole` is the value −3√3. `starkMatrix_eq` gives the four entries for every real F. `stark_eigenvalues` says that a real number E has a nonzero real vector v with `starkMatrix F *ᵥ v = E • v` exactly when E is one of the two stated energies. At F = 0 the two coincide and the statement still holds. `stark_states` supplies the eigenvectors in unnormalised form, `![1, -1]` and `![1, 1]`.

The perturbation is +F z, the energy of an electron of charge −1 in a field F along +z. Reversing the sign of one radial function would change the sign of the off-diagonal entries and exchange the two coefficient vectors, but leave the energies and the physical states that belong to them alone.

The separation of the three-dimensional problem is built into the definitions: the centrifugal term stands for the angular part of the kinetic energy, and the azimuthal factor 1/√(2π) of the m = 0 states, whose square integrates to one, is left out. The nucleus is fixed, and spin and relativistic effects are absent. Coupling to other shells, which brings in the quadratic Stark effect, and ionisation by the field lie beyond a two-state matrix.

Within this one-electron, two-state model, the result is a case of degenerate perturbation theory in which the energy shift is linear in the field. It also gives exact reference values for a program that computes dipole matrix elements between these two hydrogen states.

## How the proof follows the calculation

`integral_exp_poly` is the factorial rule for exp(−r) times a polynomial with three consecutive powers of r. It takes each power from Mathlib's Gamma integral and also proves that each term is integrable, which is needed to split the integral of the sum.

`deriv_linear_exp` differentiates (a + b r) exp(−r/2) and returns a function of the same form, so `radial_equation` can use it twice for the second derivative. There the exponential and the normalisation constant are replaced by plain symbols, after which `field_simp` clears the powers of r and `ring` checks the remaining polynomial identity. The hypothesis `0 < r` permits the division.

`radial_norm` and `radial_dipole` rewrite each integrand in the form that the factorial rule expects. The square roots are removed through (√8)² = 8 and (√24)² = 24 in `radial_norm`, and simplified through √8 √24 = 8√3 in `radial_dipole`. `polar_moments` reduces all six polar integrands to a constant times a single power of u and integrates that power from −1 to 1.

In `starkMatrix_eq`, the step `ha` uses the radial equation under the integral sign to replace the Hamiltonian by −1/8. The moments then fill in the entries, with the lower-left one obtained from the symmetry of the integrals. The product (−3√3)(√3/3) is closed by `linear_combination` from (√3)² = 3.

`stark_states` multiplies out the matrix on the two vectors. In `stark_eigenvalues`, `hd` and `hs` are the difference and sum equations derived above. `mul_eq_zero` splits each product into its two cases, and the case in which both v₀ − v₁ and v₀ + v₁ vanish contradicts `v ≠ 0`. The converse direction takes its eigenvectors from `stark_states`.
